# The highest LO mode of a three-mode model overlaps most with its softest TO mode

Take the optical modes that a polar crystal has at $q=0$ without a macroscopic electric field, and label them by an index $i$ from a finite set. They are called transverse optical (TO) modes here, although for a given direction of the wavevector $q$ some of them can be polarized along $q$. Fix this direction and let the length of $q$ tend to zero. Four quantities describe the model:

- $d_i$ is the squared frequency of TO mode $i$.
- $z_i$ is its mode charge, the polarization along $q$ produced by a unit mass-weighted displacement in that mode at zero macroscopic field.
- $c$ is the strength of the macroscopic electric field that accompanies a longitudinal polarization. With $z_i$ defined as a polarization, that is, a dipole moment per volume, $c$ is proportional to the cell volume and inversely proportional to the electronic dielectric constant along $q$.
- $v_i$ are the components of a mass-weighted displacement pattern in the basis of TO modes.

The field adds a rank-one term to the dynamical matrix, which becomes

$$M=\operatorname{diag}(d)+c\,zz^{T}.$$

Its eigenvalues are squared frequencies, written $\Lambda$ or $\mu$. An eigenvector $v$ with $z\cdot v\neq0$ is polarized along $q$ and is called a longitudinal optical (LO) mode here. All quantities are real and the units are arbitrary. The model is harmonic, and $d$, $z$ and $c$ are given numbers, not computed from an electronic structure.

## The model in Lean

```lean
import Mathlib

open Matrix

namespace LOTOModeMixing

noncomputable section
```

The first line loads the mathematical library Mathlib. `open Matrix` makes the matrix notation available, and the namespace keeps the names below together.

```lean
/-- The vector with components `z i / (Λ - d i)`, built from the mode charges `z`, the squared
TO frequencies `d` and a trial squared frequency `Λ`. -/
def loVector {ι : Type*} (d z : ι → ℝ) (Λ : ℝ) : ι → ℝ := fun i => z i / (Λ - d i)
```

A vector is a function `ι → ℝ`, which gives a real number for each mode label in the type `ι`. `loVector d z Λ` is the vector with components

$$u_i=\frac{z_i}{\Lambda-d_i}.$$

It is not normalized. It will turn out to be the eigenvector.

```lean
/-- The dynamical matrix in the basis of TO modes: squared TO frequencies `d` on the diagonal,
plus the non-analytic term of strength `c` made from the mode charges `z` along the wavevector. -/
def loMatrix {ι : Type*} [DecidableEq ι] (d z : ι → ℝ) (c : ℝ) : Matrix ι ι ℝ :=
  diagonal d + c • vecMulVec z z
```

This is $M$. `vecMulVec z z` is the outer product $zz^T$, and the dot `•` multiplies by a number.

```lean
/-- The squared overlap of a displacement pattern `v` with the TO mode `i`. -/
def toOverlap {ι : Type*} [Fintype ι] [DecidableEq ι] (i : ι) (v : ι → ℝ) : ℝ :=
  ((Pi.single i (1 : ℝ) : ι → ℝ) ⬝ᵥ v) ^ 2
```

`Pi.single i 1` is the unit vector $e_i$ of TO mode $i$, and `⬝ᵥ` is the scalar product, so `toOverlap i v` is $(e_i\cdot v)^2=v_i^2$. It is a squared overlap in the usual sense when $v$ is normalized, which the theorems about it require.

## From the eigenvalue equation to the secular equation

```lean
variable {ι : Type*} [Fintype ι]

/-- The mode charges contracted with `loVector` give the sum in the secular equation. -/
theorem dot_loVector (d z : ι → ℝ) (Λ : ℝ) :
    z ⬝ᵥ loVector d z Λ = ∑ i, z i ^ 2 / (Λ - d i) := by
  simp only [dotProduct, loVector]
  refine Finset.sum_congr rfl fun i _ => ?_
  ring
```

The `variable` line makes the set of modes finite. A theorem consists of a name, its assumptions, a colon, the claim, and after `:=` the proof. This one says

$$z\cdot u=\sum_i\frac{z_i^2}{\Lambda-d_i}.$$

The proof compares the two sums term by term, and `ring` does the algebra.

```lean
variable [DecidableEq ι] {d z : ι → ℝ} {c Λ : ℝ}

/-- Component `i` of the dynamical matrix applied to `v` is `d i * v i` plus a field term
proportional to the total polarization `z ⬝ᵥ v`. -/
theorem loMatrix_mulVec_apply (d z : ι → ℝ) (c : ℝ) (v : ι → ℝ) (i : ι) :
    (loMatrix d z c *ᵥ v) i = d i * v i + c * (z ⬝ᵥ v) * z i := by
  simp only [loMatrix, mulVec, dotProduct, Matrix.add_apply, Matrix.smul_apply, vecMulVec_apply,
    smul_eq_mul, add_mul, Finset.sum_add_distrib, diagonal_apply, ite_mul, zero_mul,
    Finset.sum_ite_eq, Finset.mem_univ, if_true]
  congr 1
  rw [Finset.mul_sum, Finset.sum_mul]
  refine Finset.sum_congr rfl fun j _ => ?_
  ring
```

The symbol `*ᵥ` applies a matrix to a vector. In components,

$$(Mv)_i=d_iv_i+c\,(z\cdot v)\,z_i.$$

Up to sign this is the force on mode $i$: its own restoring term, plus a field term that depends on the other modes only through $z\cdot v$, the polarization along $q$ that the whole pattern produces at zero macroscopic field. The proof expands the matrix product, uses the diagonal to collapse one sum, and moves the factors $c$ and $z_i$ into the sum $z\cdot v$, so that the remaining sums can be compared term by term.

```lean
/-- An eigenvector whose eigenvalue differs from every squared TO frequency is a multiple of
`loVector`, with a factor set by its polarization. -/
theorem eigenvector_eq (hΛ : ∀ i, d i ≠ Λ) {v : ι → ℝ}
    (h : loMatrix d z c *ᵥ v = Λ • v) : v = (c * (z ⬝ᵥ v)) • loVector d z Λ := by
  funext i
  have hi := congrFun h i
  rw [loMatrix_mulVec_apply, Pi.smul_apply, smul_eq_mul] at hi
  have hne : Λ - d i ≠ 0 := sub_ne_zero.mpr (hΛ i).symm
  simp only [Pi.smul_apply, smul_eq_mul, loVector]
  rw [← mul_div_assoc, eq_div_iff hne]
  linear_combination -hi
```

The assumption `hΛ` says that $\Lambda$ differs from every $d_i$, and `h` is the eigenvalue equation $Mv=\Lambda v$. By hand, component $i$ of that equation gives

$$(\Lambda-d_i)\,v_i=c\,(z\cdot v)\,z_i,$$

and division by $\Lambda-d_i\neq0$ gives $v=c\,(z\cdot v)\,u$.

Lean does the same. `funext i` reduces the equality of vectors to one component, `congrFun h i` reads off that component of the eigenvalue equation, and `eq_div_iff` clears the denominator. `linear_combination -hi` then checks that what remains is the known equation `hi` multiplied by $-1$, up to algebra.

```lean
/-- If `Λ` solves the secular equation, the eigenspace of the dynamical matrix at `Λ` is the
line spanned by `loVector`. -/
theorem eigenspace_iff (hΛ : ∀ i, d i ≠ Λ) (hsec : c * ∑ i, z i ^ 2 / (Λ - d i) = 1)
    (v : ι → ℝ) :
    loMatrix d z c *ᵥ v = Λ • v ↔ ∃ a : ℝ, v = a • loVector d z Λ := by
  constructor
  · exact fun h => ⟨_, eigenvector_eq hΛ h⟩
  · rintro ⟨a, rfl⟩
    have key : loMatrix d z c *ᵥ loVector d z Λ = Λ • loVector d z Λ := by
      funext i
      rw [loMatrix_mulVec_apply, dot_loVector, hsec]
      have hq : z i / (Λ - d i) * (Λ - d i) = z i :=
        div_mul_cancel₀ _ (sub_ne_zero.mpr (hΛ i).symm)
      simp only [loVector, Pi.smul_apply, smul_eq_mul]
      linear_combination -hq
    rw [Matrix.mulVec_smul, key, smul_comm]
```

Keep the assumption that $\Lambda$ differs from every $d_i$, and assume also the secular equation

$$c\sum_i\frac{z_i^2}{\Lambda-d_i}=1.$$

The theorem says that $Mv=\Lambda v$ holds exactly when $v=a\,u$ for some real $a$. One direction is the previous theorem. For the other, the secular equation reads $c\,(z\cdot u)=1$, so

$$(Mu)_i=d_iu_i+z_i=d_iu_i+(\Lambda-d_i)u_i=\Lambda u_i.$$

This is the step `key`, and the last line extends it to multiples of $u$.

```lean
/-- A number different from every squared TO frequency is an eigenvalue of the dynamical matrix
exactly when it solves the secular equation. -/
theorem eigenvalue_iff_secular (hΛ : ∀ i, d i ≠ Λ) :
    (∃ v : ι → ℝ, v ≠ 0 ∧ loMatrix d z c *ᵥ v = Λ • v) ↔
      c * ∑ i, z i ^ 2 / (Λ - d i) = 1 := by
  constructor
  · rintro ⟨v, hv, h⟩
    have hv' := eigenvector_eq hΛ h
    -- an eigenvector without polarization would vanish
    have hp : z ⬝ᵥ v ≠ 0 := by
      intro h0
      rw [h0, mul_zero, zero_smul] at hv'
      exact hv hv'
    have h1 := congrArg (fun w => z ⬝ᵥ w) hv'
    simp only [dotProduct_smul, smul_eq_mul, dot_loVector] at h1
    apply mul_left_cancel₀ hp
    linear_combination -h1
  · intro hsec
    refine ⟨loVector d z Λ, ?_, (eigenspace_iff hΛ hsec _).mpr ⟨1, (one_smul ℝ _).symm⟩⟩
    intro h0
    have h1 := dot_loVector d z Λ
    rw [h0, dotProduct_zero] at h1
    rw [← h1, mul_zero] at hsec
    exact zero_ne_one hsec
```

Away from the TO values, $\Lambda$ is an eigenvalue exactly when it solves the secular equation. The left side spells out "eigenvalue": there is a nonzero $v$ with $Mv=\Lambda v$.

Suppose such a $v$ exists. If $z\cdot v$ were zero, then $v=c\,(z\cdot v)\,u$ would vanish, so $z\cdot v\neq0$. Contracting the same formula with $z$ gives

$$z\cdot v=c\,(z\cdot v)\sum_i\frac{z_i^2}{\Lambda-d_i},$$

and `mul_left_cancel₀` cancels $z\cdot v$. Conversely, if the secular equation holds, $u$ satisfies the eigenvalue equation. It is not zero, because $u=0$ would turn the secular equation into $0=1$.

The equivalence needs $\Lambda\neq d_i$. Take two degenerate modes with $d=(1,1)$, $z=(1,1)$ and $c=1$. The pattern $(1,-1)$ has no polarization along $q$, so the field term vanishes for it and it keeps the eigenvalue 1. At $\Lambda=1$ the secular sum is undefined in ordinary notation; Lean sets division by zero to zero, so there the sum is 0 and the secular equation is false.

## A root above all TO values is the largest eigenvalue

```lean
/-- A solution of the secular equation above all squared TO frequencies is an upper bound for
every eigenvalue of the dynamical matrix. -/
theorem eigenvalue_le (hΛ : ∀ i, d i < Λ) (hsec : c * ∑ i, z i ^ 2 / (Λ - d i) = 1)
    {μ : ℝ} {v : ι → ℝ} (hv : v ≠ 0) (h : loMatrix d z c *ᵥ v = μ • v) : μ ≤ Λ := by
  have hpos : ∀ i, 0 < Λ - d i := fun i => sub_pos.mpr (hΛ i)
  have hS : 0 ≤ ∑ i, z i ^ 2 / (Λ - d i) :=
    Finset.sum_nonneg fun i _ => div_nonneg (sq_nonneg _) (hpos i).le
  have hc : 0 ≤ c := by
    by_contra hneg
    have := mul_nonpos_of_nonpos_of_nonneg (not_le.mp hneg).le hS
    linarith
  -- Cauchy-Schwarz with weights `Λ - d i` bounds the squared polarization
  have hCS : (z ⬝ᵥ v) ^ 2 ≤
      (∑ i, z i ^ 2 / (Λ - d i)) * ∑ i, (Λ - d i) * v i ^ 2 := by
    unfold dotProduct
    refine Finset.sum_sq_le_sum_mul_sum_of_sq_le_mul Finset.univ
      (fun i _ => div_nonneg (sq_nonneg _) (hpos i).le)
      (fun i _ => mul_nonneg (hpos i).le (sq_nonneg _)) (fun i _ => le_of_eq ?_)
    rw [← mul_assoc, div_mul_cancel₀ _ (hpos i).ne']
    ring
  have hb := mul_le_mul_of_nonneg_left hCS hc
  rw [← mul_assoc, hsec, one_mul] at hb
  -- the eigenvalue equation contracted with `v`
  have he : c * (z ⬝ᵥ v) ^ 2 = ∑ i, (μ - d i) * v i ^ 2 := by
    have h1 : c * (z ⬝ᵥ v) ^ 2 = ∑ i, c * (z ⬝ᵥ v) * (z i * v i) := by
      rw [← Finset.mul_sum]
      change _ = c * (z ⬝ᵥ v) * (z ⬝ᵥ v)
      ring
    rw [h1]
    refine Finset.sum_congr rfl fun i _ => ?_
    have hi := congrFun h i
    rw [loMatrix_mulVec_apply, Pi.smul_apply, smul_eq_mul] at hi
    linear_combination v i * hi
  have hd : ∑ i, (Λ - d i) * v i ^ 2 - ∑ i, (μ - d i) * v i ^ 2 = (Λ - μ) * (v ⬝ᵥ v) := by
    rw [dotProduct, Finset.mul_sum, ← Finset.sum_sub_distrib]
    refine Finset.sum_congr rfl fun i _ => ?_
    ring
  have hn : 0 < v ⬝ᵥ v :=
    lt_of_le_of_ne (Finset.sum_nonneg fun i _ => mul_self_nonneg (v i))
      (fun h0 => hv (dotProduct_self_eq_zero.mp h0.symm))
  by_contra hlt
  have := mul_neg_of_neg_of_pos (sub_neg.mpr (not_le.mp hlt)) hn
  linarith
```

Here $\Lambda$ solves the secular equation and lies above every $d_i$. The claim is that any eigenvalue $\mu$, with nonzero eigenvector $v$, satisfies $\mu\le\Lambda$. Since $\Lambda$ is itself an eigenvalue by the preceding theorem, it is the largest.

The weights $\Lambda-d_i$ are positive, so the secular sum is nonnegative. A negative $c$ could then not give the value 1, hence $c\ge0$. The Cauchy–Schwarz inequality with these weights is `hCS`:

$$(z\cdot v)^2\le\Big(\sum_i\frac{z_i^2}{\Lambda-d_i}\Big)\sum_i(\Lambda-d_i)v_i^2.$$

Multiplying by $c$ and using the secular equation gives `hb`:

$$c\,(z\cdot v)^2\le\sum_i(\Lambda-d_i)v_i^2.$$

Contracting $Mv=\mu v$ with $v$ gives `he`:

$$c\,(z\cdot v)^2=\sum_i(\mu-d_i)v_i^2.$$

Subtracting the second from the first leaves $0\le(\Lambda-\mu)\,(v\cdot v)$; the identity behind this is `hd`. Since $v\cdot v>0$, which is `hn`, we get $\mu\le\Lambda$. Lean phrases the end as a contradiction: `by_contra` assumes $\mu>\Lambda$, and `linarith` finds that the inequalities clash.

It is not enough for $\Lambda$ merely to differ from the $d_i$. With $d=(1,4)$, $z=(2,1)$ and $c=1$,

$$M=\begin{pmatrix}5&2\\2&5\end{pmatrix},$$

whose eigenvalues are 3 and 7. The value 3 solves the secular equation, since $4/2+1/(-1)=1$, but it lies below $d_1=4$ (counting from 0, as Lean does) and is not the largest eigenvalue.

## Overlaps and the three-mode example

```lean
/-- The squared overlap of a normalized eigenvector with TO mode `i` is the squared component
of `loVector` divided by its squared norm. -/
theorem toOverlap_eq (hΛ : ∀ i, d i ≠ Λ) {v : ι → ℝ} (hn : v ⬝ᵥ v = 1)
    (h : loMatrix d z c *ᵥ v = Λ • v) (i : ι) :
    toOverlap i v = loVector d z Λ i ^ 2 / (loVector d z Λ ⬝ᵥ loVector d z Λ) := by
  obtain ⟨a, rfl⟩ : ∃ a : ℝ, v = a • loVector d z Λ := ⟨_, eigenvector_eq hΛ h⟩
  rw [smul_dotProduct, dotProduct_smul, smul_eq_mul, smul_eq_mul] at hn
  have hN : loVector d z Λ ⬝ᵥ loVector d z Λ ≠ 0 := by
    intro h0
    rw [h0] at hn
    simp at hn
  rw [toOverlap, single_dotProduct, one_mul, Pi.smul_apply, smul_eq_mul, eq_div_iff hN]
  linear_combination loVector d z Λ i ^ 2 * hn
```

For a normalized eigenvector $v$ whose eigenvalue differs from every $d_i$,

$$v_i^2=\frac{u_i^2}{u\cdot u}.$$

By hand, $v=a\,u$ and $v\cdot v=1$ give $a^2\,(u\cdot u)=1$, so $v_i^2=a^2u_i^2$ is the stated ratio. In the proof, `obtain` introduces $a$, and `hN` shows $u\cdot u\neq0$, since otherwise the norm of $v$ would be 0. The sign of $v$ plays no role.

```lean
/-- For squared TO frequencies 1, 2, 3, mode charges 8, 3, 2 and field strength 1/21, the largest
eigenvalue is 5, its eigenspace is spanned by (2, 1, 1), and a normalized eigenvector there has
squared overlap 2/3 with the softest TO mode and 1/6 with each of the others. -/
theorem highest_LO_resembles_softest_TO :
    (∀ (μ : ℝ) (v : Fin 3 → ℝ), v ≠ 0 →
      loMatrix ![1, 2, 3] ![8, 3, 2] (1 / 21) *ᵥ v = μ • v → μ ≤ 5) ∧
    (∀ v : Fin 3 → ℝ, loMatrix ![1, 2, 3] ![8, 3, 2] (1 / 21) *ᵥ v = (5 : ℝ) • v ↔
      ∃ a : ℝ, v = a • ![2, 1, 1]) ∧
    (∀ v : Fin 3 → ℝ, v ⬝ᵥ v = 1 →
      loMatrix ![1, 2, 3] ![8, 3, 2] (1 / 21) *ᵥ v = (5 : ℝ) • v →
      toOverlap 0 v = 2 / 3 ∧ toOverlap 1 v = 1 / 6 ∧ toOverlap 2 v = 1 / 6) := by
  have hlt : ∀ i, (![1, 2, 3] : Fin 3 → ℝ) i < 5 := by
    intro i
    fin_cases i <;> norm_num
  have hne : ∀ i, (![1, 2, 3] : Fin 3 → ℝ) i ≠ 5 := fun i => (hlt i).ne
  -- the secular equation: (64/4 + 9/3 + 4/2) / 21 = 1
  have hsec : (1 / 21 : ℝ) * ∑ i, (![8, 3, 2] : Fin 3 → ℝ) i ^ 2 /
      (5 - (![1, 2, 3] : Fin 3 → ℝ) i) = 1 := by
    rw [Fin.sum_univ_three]
    change (1 / 21 : ℝ) * (8 ^ 2 / (5 - 1) + 3 ^ 2 / (5 - 2) + 2 ^ 2 / (5 - 3)) = 1
    norm_num
  have hvec : loVector (![1, 2, 3] : Fin 3 → ℝ) ![8, 3, 2] 5 = ![2, 1, 1] := by
    funext i
    fin_cases i <;> norm_num [loVector]
  have hN : (![2, 1, 1] : Fin 3 → ℝ) ⬝ᵥ ![2, 1, 1] = 6 := by
    rw [dotProduct, Fin.sum_univ_three]
    change (2 * 2 + 1 * 1 + 1 * 1 : ℝ) = 6
    norm_num
  refine ⟨fun μ v hv h => eigenvalue_le hlt hsec hv h, fun v => ?_, fun v hn h => ?_⟩
  · rw [eigenspace_iff hne hsec, hvec]
  · refine ⟨?_, ?_, ?_⟩ <;> rw [toOverlap_eq hne hn h, hvec]
    · change (2 : ℝ) ^ 2 / ((![2, 1, 1] : Fin 3 → ℝ) ⬝ᵥ ![2, 1, 1]) = 2 / 3
      rw [hN]
      norm_num
    · change (1 : ℝ) ^ 2 / ((![2, 1, 1] : Fin 3 → ℝ) ⬝ᵥ ![2, 1, 1]) = 1 / 6
      rw [hN]
      norm_num
    · change (1 : ℝ) ^ 2 / ((![2, 1, 1] : Fin 3 → ℝ) ⬝ᵥ ![2, 1, 1]) = 1 / 6
      rw [hN]
      norm_num

end

end LOTOModeMixing
```

`Fin 3` is the set of labels 0, 1, 2, and `![1, 2, 3]` is the vector with those entries. Thus $d_0=1$ belongs to the softest mode. The charges are $z=(8,3,2)$ and $c=1/21$. The symbol `∧` joins three claims:

1. Every eigenvalue $\mu$ of $M$ satisfies $\mu\le5$.
2. The solutions of $Mv=5v$ are exactly the multiples of $(2,1,1)$. As this vector is not zero, 5 is an eigenvalue, and by the first claim the largest.
3. Every normalized eigenvector at 5 has squared overlaps $2/3$, $1/6$ and $1/6$ with TO modes 0, 1 and 2.

The arithmetic is short. All $d_i$ lie below 5, and the secular equation holds:

$$\frac1{21}\Big(\frac{64}{4}+\frac{9}{3}+\frac{4}{2}\Big)=\frac{16+3+2}{21}=1.$$

The eigenvector is

$$u=\Big(\frac84,\frac33,\frac22\Big)=(2,1,1),\qquad u\cdot u=6,$$

so the normalized eigenvector is $\pm(2,1,1)/\sqrt6$, with squared components $4/6$, $1/6$ and $1/6$. The steps `hlt`, `hsec`, `hvec` and `hN` establish these facts in this order. `fin_cases i` checks the three labels one at a time, `change` writes out the entries, and `norm_num` evaluates the numbers. The last lines insert the results into the general theorems.

The weight on a TO mode is governed by $z_i/(\Lambda-d_i)$, in which charge competes with distance in squared frequency. Mode 0 is farthest from 5, but its charge of 8 more than makes up for that. For phonon calculations with density functional perturbation theory, this harmonic three-mode example with a fixed direction of $q$ shows that matching LO to TO modes by frequency order can disagree with matching them by eigenvector overlap.

```lean
#print axioms LOTOModeMixing.eigenvalue_iff_secular
#print axioms LOTOModeMixing.highest_LO_resembles_softest_TO
```

```
'LOTOModeMixing.eigenvalue_iff_secular' depends on axioms: [propext, Classical.choice, Quot.sound]
'LOTOModeMixing.highest_LO_resembles_softest_TO' depends on axioms: [propext, Classical.choice, Quot.sound]
```
